# The plane-wave series without its G = 0 term converges to the potential of periodically repeated charged sheets in a neutralising background

A uniform sheet at z = 0 with charge q per area A is repeated with period L in a uniform neutralising background. In Gaussian units, and with its average over the cell set to zero, the total potential at height z in [0, L] is (2πq/A)(z²/L − z + L/6). The theorem says that for L > 0 and every z in [0, L], the sum of 4πq/(A L G²) · cos(Gz) over G = 2πn/L, with n running through the nonzero integers, converges to this value. The proof takes Mathlib's Fourier series for the second Bernoulli polynomial at z/L and rescales it, so that the positive wave numbers give half the potential. The negative ones give the other half by symmetry, and the two halves are then joined.

This version doesn't compile in Lean 4 with Mathlib:

```lean
import Mathlib

open Real Set Filter Topology

namespace HasSumPlaneWaves

noncomputable section

/-- Potential at height `z` in the cell `[0, L]` of a sheet with charge `q` per area `A`,
repeated with period `L` in a neutralising background (domain: `A` and `L` nonzero). -/
def sheetPotential (q A L z : ℝ) : ℝ := 2 * π * q / A * (z ^ 2 / L - z + L / 6)

/-- Plane-wave coefficient `4πq / (A L G²)` of the potential at `G = 2πn/L`, with the `n = 0`
term left out (domain: `A` and `L` nonzero). -/
def sheetCoeff (q A L : ℝ) (n : ℤ) : ℝ :=
  if n = 0 then 0 else 4 * π * q / (A * L * (2 * π * n / L) ^ 2)

/-- For `L > 0`, the plane-wave series without its `n = 0` term converges to the sheet
potential at every point of the closed cell. -/
theorem hasSum_planeWaves (q A : ℝ) {L z : ℝ} (hL : 0 < L) (hz : z ∈ Icc 0 L) :
    HasSum (fun n : ℤ => sheetCoeff q A L n * Real.cos (2 * π * n / L * z))
      (sheetPotential q A L z) := by
  have hx : z / L ∈ Icc (0 : ℝ) 1 := ⟨div_nonneg hz.1 hL.le, (div_le_one hL).mpr hz.2⟩
  have hB : ((Polynomial.bernoulli 2).map (algebraMap ℚ ℝ)).eval (z / L)
      = (z / L) ^ 2 - z / L + 1 / 6 := by
    have e2 : bernoulli 2 = 1 / 6 := by
      rw [bernoulli_eq_bernoulli'_of_ne_one (by norm_num), bernoulli'_two]
    simp [Polynomial.bernoulli, Finset.sum_range_succ, bernoulli_one, e2]
    ring
  have h := hasSum_one_div_nat_pow_mul_cos (k := 1) one_ne_zero hx
  rw [mul_one, hB] at h
  -- positive wave numbers carry half of the potential
  have hpos : HasSum (fun n : ℕ => sheetCoeff q A L (n : ℤ) *
      Real.cos (2 * π * ((n : ℤ) : ℝ) / L * z)) (sheetPotential q A L z / 2) := by
    convert h.mul_left (q * L / (π * A)) using 1
    · funext n
      rcases Nat.eq_zero_or_pos n with rfl | hn
      · simp [sheetCoeff]
      · have hn' : (n : ℝ) ≠ 0 := by positivity
        have hnz : (n : ℤ) ≠ 0 := by omega
        have ha : 2 * π * (n : ℝ) / L * z = 2 * π * n * (z / L) := by ring
        have hk : 4 * π * q / (A * L * (2 * π * (n : ℝ) / L) ^ 2)
            = q * L / (π * A) * (1 / (n : ℝ) ^ 2) := by
          rcases eq_or_ne A 0 with rfl | hA
          · simp
          · field_simp
            norm_num
        simp only [sheetCoeff, if_neg hnz, Int.cast_natCast]
        rw [ha, hk, mul_assoc]
    · rcases eq_or_ne A 0 with rfl | hA
      · simp [sheetPotential]
      · norm_num [sheetPotential, Nat.factorial]
        field_simp
        ring
  -- negative wave numbers carry the other half
  have hneg : HasSum (fun n : ℕ => sheetCoeff q A L (-(n : ℤ)) *
      Real.cos (2 * π * ((-(n : ℤ) : ℤ) : ℝ) / L * z)) (sheetPotential q A L z / 2) := by
    convert hpos using 1
    funext n
    simp [sheetCoeff, neg_div, neg_mul, mul_neg, Real.cos_neg]
  have hall := HasSum.of_nat_of_neg
    (f := fun n : ℤ => sheetCoeff q A L n * Real.cos (2 * π * n / L * z)) hpos hneg
  convert hall using 1
  simp [sheetCoeff]

end

end HasSumPlaneWaves
```

Messages:

```
Main.lean:36:6: error: Tactic `apply` failed: could not unify the conclusion of `@funext`
  ?f = ?g
with the goal
  instAddCommMonoid =
    CommRing.toNonUnitalCommRing.toNonUnitalNonAssocCommRing.toNonUnitalNonAssocSemiring.toAddCommMonoid

Note: The full type of `@funext` is
  ∀ {α : Sort ?u.145} {β : α → Sort ?u.144} {f g : (x : α) → β x}, (∀ (x : α), f x = g x) → f = g

case e'_3
q A L z : ℝ
hL : 0 < L
hz : z ∈ Icc 0 L
hx : z / L ∈ Icc 0 1
hB : Polynomial.eval (z / L) (Polynomial.map (algebraMap ℚ ℝ) (Polynomial.bernoulli 2)) = (z / L) ^ 2 - z / L + 1 / 6
h :
  HasSum (fun n => 1 / ↑n ^ 2 * cos (2 * π * ↑n * (z / L)))
    ((-1) ^ (1 + 1) * (2 * π) ^ 2 / 2 / ↑(Nat.factorial 2) * ((z / L) ^ 2 - z / L + 1 / 6))
⊢ instAddCommMonoid =
    CommRing.toNonUnitalCommRing.toNonUnitalNonAssocCommRing.toNonUnitalNonAssocSemiring.toAddCommMonoid
Main.lean:51:6: error: unsolved goals
case e'_5.inl
q L z : ℝ
hL : 0 < L
hz : z ∈ Icc 0 L
hx : z / L ∈ Icc 0 1
hB : Polynomial.eval (z / L) (Polynomial.map (algebraMap ℚ ℝ) (Polynomial.bernoulli 2)) = (z / L) ^ 2 - z / L + 1 / 6
h :
  HasSum (fun n => 1 / ↑n ^ 2 * cos (2 * π * ↑n * (z / L)))
    ((-1) ^ (1 + 1) * (2 * π) ^ 2 / 2 / ↑(Nat.factorial 2) * ((z / L) ^ 2 - z / L + 1 / 6))
⊢ (fun n => sheetCoeff q 0 L ↑n * cos (2 * π * ↑n / L * z)) = fun i => 0
Try this:
  [apply] ring_nf
  
  The `ring` tactic failed to close the goal. Use `ring_nf` to obtain a normal form.
    
  Note that `ring` works primarily in *commutative* rings. If you have a noncommutative ring, abelian group or module, consider using `noncomm_ring`, `abel` or `module` instead.
Main.lean:52:6: error: unsolved goals
case e'_5.inr
q A L z : ℝ
hL : 0 < L
hz : z ∈ Icc 0 L
hx : z / L ∈ Icc 0 1
hB : Polynomial.eval (z / L) (Polynomial.map (algebraMap ℚ ℝ) (Polynomial.bernoulli 2)) = (z / L) ^ 2 - z / L + 1 / 6
h :
  HasSum (fun n => 1 / ↑n ^ 2 * cos (2 * π * ↑n * (z / L)))
    ((-1) ^ (1 + 1) * (2 * π) ^ 2 / 2 / ↑(Nat.factorial 2) * ((z / L) ^ 2 - z / L + 1 / 6))
hA : A ≠ 0
⊢ (fun n => sheetCoeff q A L ↑n * cos (π * ↑n * z * L⁻¹ * 2)) = fun i =>
    L * q * cos (π * z * L⁻¹ * ↑i * 2) * π⁻¹ * (↑i)⁻¹ ^ 2 * A⁻¹
Main.lean:34:80: error: unsolved goals
case e'_6
q A L z : ℝ
hL : 0 < L
hz : z ∈ Icc 0 L
hx : z / L ∈ Icc 0 1
hB : Polynomial.eval (z / L) (Polynomial.map (algebraMap ℚ ℝ) (Polynomial.bernoulli 2)) = (z / L) ^ 2 - z / L + 1 / 6
h :
  HasSum (fun n => 1 / ↑n ^ 2 * cos (2 * π * ↑n * (z / L)))
    ((-1) ^ (1 + 1) * (2 * π) ^ 2 / 2 / ↑(Nat.factorial 2) * ((z / L) ^ 2 - z / L + 1 / 6))
⊢ sheetPotential q A L z / 2 =
    q * L / (π * A) * ((-1) ^ (1 + 1) * (2 * π) ^ 2 / 2 / ↑(Nat.factorial 2) * ((z / L) ^ 2 - z / L + 1 / 6))
Main.lean:64:2: error: `simp` made no progress
Main.lean:51:14: warning: This simp argument is unused:
  sheetPotential

Hint: Omit it from the simp argument list.
  [apply] simp

Note: This linter can be disabled with `set_option linter.unusedSimpArgs false`
```

Fix (accepted with no message):

```diff
@@ -33,6 +33,7 @@
   have hpos : HasSum (fun n : ℕ => sheetCoeff q A L (n : ℤ) *
       Real.cos (2 * π * ((n : ℤ) : ℝ) / L * z)) (sheetPotential q A L z / 2) := by
-    convert h.mul_left (q * L / (π * A)) using 1
-    · funext n
+    have hf : ∀ n : ℕ, sheetCoeff q A L (n : ℤ) * Real.cos (2 * π * ((n : ℤ) : ℝ) / L * z)
+        = q * L / (π * A) * (1 / (n : ℝ) ^ 2 * Real.cos (2 * π * n * (z / L))) := by
+      intro n
       rcases Nat.eq_zero_or_pos n with rfl | hn
       · simp [sheetCoeff]
@@ -45,12 +46,20 @@
           · simp
           · field_simp
-            norm_num
+            ring
         simp only [sheetCoeff, if_neg hnz, Int.cast_natCast]
-        rw [ha, hk, mul_assoc]
-    · rcases eq_or_ne A 0 with rfl | hA
-      · simp [sheetPotential]
-      · norm_num [sheetPotential, Nat.factorial]
-        field_simp
+        rw [ha, hk]
         ring
+    have hv : sheetPotential q A L z / 2 = q * L / (π * A) * ((-1) ^ (1 + 1) * (2 * π) ^ 2 / 2 /
+        (Nat.factorial 2 : ℝ) * ((z / L) ^ 2 - z / L + 1 / 6)) := by
+      have h2 : (Nat.factorial 2 : ℝ) = 2 := by norm_num [Nat.factorial]
+      rw [h2]
+      unfold sheetPotential
+      rcases eq_or_ne A 0 with rfl | hA
+      · simp
+      · field_simp
+        ring
+    rw [hv]
+    simp only [hf]
+    exact h.mul_left _
   -- negative wave numbers carry the other half
   have hneg : HasSum (fun n : ℕ => sheetCoeff q A L (-(n : ℤ)) *
@@ -61,6 +70,9 @@
   have hall := HasSum.of_nat_of_neg
     (f := fun n : ℤ => sheetCoeff q A L n * Real.cos (2 * π * n / L * z)) hpos hneg
-  convert hall using 1
-  simp [sheetCoeff]
+  have hs : sheetPotential q A L z = sheetPotential q A L z / 2 + sheetPotential q A L z / 2
+      - sheetCoeff q A L 0 * Real.cos (2 * π * ((0 : ℤ) : ℝ) / L * z) := by
+    simp [sheetCoeff]
+  rw [hs]
+  exact hall
 
 end
```

Cause. `convert h.mul_left … using 1` left three goals where the proof expected two. The extra one, which came first, equates two `AddCommMonoid` instances on the reals. `funext` cannot apply to it, as it is not stated as an equality of functions. The second bullet, written for the value of the sum, therefore met the equality of the summands and left both its cases unsolved, with `sheetPotential` unused in one. The value equation had no bullet at all.

The last `simp [sheetCoeff]` made no progress after another `convert`. Its goal is not shown, but it was presumably an instance equation again, since the same `simp` proves the value equation `hs` in the repair.

The repair proves the summand and value equations separately (`hf`, `hv`, `hs`), rewrites with them, and ends with `exact`, which accepts the two instances as equal by definition. Inside the summand proof, `ring` replaces `norm_num` and `mul_assoc`. The messages do not show whether that was needed, because the bullet stopped at `funext`.
